# A fixed underbinding makes the relative error of the static-field tunnelling factor grow without bound as the field goes to zero

In atomic units, let F > 0 be a static field, J the exact ionization energy of an atom, and I = −ε the estimate from an approximate orbital energy ε. The tunnelling factor is

R(I,F) = exp(−2(2I)^(3/2)/(3F)).

My orbital is underbound by a fixed amount J − I > 0. In weaker fields the ionization rate becomes tiny. Does the relative error from the wrong orbital energy become harmless too?

## The relative error grows as the field weakens

R is the WKB factor of a triangular barrier, where the momentum is imaginary, with magnitude √(2(I − Fx)), between x = 0 and the exit point x = I/F. Since −(2(I − Fx))^(3/2)/(3F) is an antiderivative,

∫₀^(I/F) √(2(I − Fx)) dx = (2I)^(3/2)/(3F),

and exp(−2 × integral) is R(I,F).

Write a = √(2I) and b = √(2J), with I, J ≥ 0. Then

R(I,F)/R(J,F) = exp(2(b³ − a³)/(3F)).

Because J − I = (b² − a²)/2,

b³ − a³ − 3a(J − I) = (b − a)²(b + a/2) ≥ 0.

This gives the lower bound below; exchanging the levels gives the upper one:

exp(2a(J − I)/F) ≤ R(I,F)/R(J,F) ≤ exp(2b(J − I)/F).

Neither bound needs I < J, so overbinding is included. The coefficient 2a is optimal: if k(J − I)/F works as a lower exponent for every J > I, the upper bound forces k ≤ 2√(2J), and J → I gives k ≤ 2√(2I).

Now model the two rates as A F^(−p) R(I,F) and B F^(−q) R(J,F). The positive constants A and B collect the field-independent factors, among them the strength of each orbital's outer tail, and the powers p and q give the field dependence of the prefactor, including the effect of the Coulomb tail. The ratio is

(A/B) F^(q−p) exp(c/F), c = 2(b³ − a³)/3.

For I < J, c > 0. With t = 1/F this is (A/B) e^(ct)/t^(q−p), which tends to infinity as t → ∞, whatever the powers.

In a calculation, the error enters when −ε of the highest occupied orbital is inserted for the ionization energy. With I = 0.45, J = 0.50 and F = 0.05, the tunnelling factor is about 7.0 times too large, between the bounds 6.7 and 7.4. At F = 0.025 it is about 49 times too large. This bears on ionization rates from the orbital energies of local and semilocal density functionals, which usually underbind the highest occupied orbital, insofar as the one-electron tunnelling formula applies. If the orbital is overbound instead, as often in Hartree–Fock, then I > J and the ratio tends to zero.

In the Lean code, `tunnelFactor I F` is R(I,F) and `tunnelRate A p I F` is the modelled rate. All arguments are real numbers; `𝓝[>] 0` means F → 0 through positive values, and `atTop` means that the ratio tends to infinity. No Schrödinger equation appears: that an atom's rate has this form, with field-independent A and p, is assumed. The hydrogen theorem identifies the leading weak-field formula for the ground state, (4/F) exp(−2/(3F)), as an instance of the model; it does not derive it.

The annotation in `(3 / 2 : ℝ)` matters. Without it, Lean would read the exponent as a natural-number division, which gives 1, and the tunnelling exponent would be linear in I.

```lean
import Mathlib

open Filter Topology

namespace StarkTunnelling

noncomputable section

/-- The tunnelling factor `exp (-2 (2I)^(3/2) / (3F))` of a level with ionization energy
`I ≥ 0` in a static field `F > 0`, in atomic units. -/
def tunnelFactor (I F : ℝ) : ℝ :=
  Real.exp (-2 * (2 * I) ^ (3 / 2 : ℝ) / (3 * F))

/-- A static-field ionization rate `A F^(-p)` times the tunnelling factor, for ionization
energy `I ≥ 0` and field `F > 0`. -/
def tunnelRate (A p I F : ℝ) : ℝ :=
  A * F ^ (-p) * tunnelFactor I F

/-- For `F > 0` the tunnelling factor is the WKB factor of the triangular barrier: the
exponent is minus twice the integral of `√(2(I - Fx))` from `0` to the exit point `I/F`. -/
theorem tunnelFactor_eq_wkb (I : ℝ) {F : ℝ} (hF : 0 < F) :
    tunnelFactor I F = Real.exp (-2 * ∫ x in (0 : ℝ)..(I / F), √(2 * (I - F * x))) := by
  -- an antiderivative of the momentum under the barrier
  have hderiv : ∀ x ∈ Set.uIcc 0 (I / F),
      HasDerivAt (fun y : ℝ => -(2 * (I - F * y)) ^ (3 / 2 : ℝ) / (3 * F))
        (√(2 * (I - F * x))) x := by
    intro x _
    have h1 : HasDerivAt (fun y : ℝ => 2 * (I - F * y)) (2 * (-(F * 1))) x :=
      (((hasDerivAt_id' x).const_mul F).const_sub I).const_mul 2
    have h2 := (h1.rpow_const (p := 3 / 2) (Or.inr (by norm_num))).fun_neg.div_const (3 * F)
    refine h2.congr_deriv ?_
    rw [Real.sqrt_eq_rpow, show (3 / 2 : ℝ) - 1 = 1 / 2 by norm_num,
      div_eq_iff (by positivity)]
    ring
  have hexit : F * (I / F) = I := by field_simp
  rw [tunnelFactor, intervalIntegral.integral_eq_sub_of_hasDerivAt hderiv
    (Continuous.intervalIntegrable (by fun_prop) _ _)]
  simp only [hexit, sub_self, mul_zero, sub_zero]
  rw [Real.zero_rpow (by norm_num)]
  congr 1
  ring

/-- The ratio of two tunnelling factors in the same field is the exponential of `2/(3F)` times the
difference of the 3/2 powers. -/
theorem tunnelFactor_ratio (I J F : ℝ) :
    tunnelFactor I F / tunnelFactor J F =
      Real.exp (2 * ((2 * J) ^ (3 / 2 : ℝ) - (2 * I) ^ (3 / 2 : ℝ)) / (3 * F)) := by
  unfold tunnelFactor
  rw [← Real.exp_sub]
  congr 1
  ring

/-- For nonnegative ionization energies, the 3/2 power in the tunnelling exponent lies above
its tangent at `I`. -/
theorem exponent_tangent {I J : ℝ} (hI : 0 ≤ I) (hJ : 0 ≤ J) :
    3 * √(2 * I) * (J - I) ≤ (2 * J) ^ (3 / 2 : ℝ) - (2 * I) ^ (3 / 2 : ℝ) := by
  have hpow : ∀ x : ℝ, 0 ≤ x → x ^ (3 / 2 : ℝ) = √x ^ 3 := by
    intro x hx
    rw [Real.sqrt_eq_rpow, ← Real.rpow_natCast, ← Real.rpow_mul hx]
    norm_num
  have h2I : 0 ≤ 2 * I := by positivity
  have h2J : 0 ≤ 2 * J := by positivity
  have hdiff : J - I = (√(2 * J) ^ 2 - √(2 * I) ^ 2) / 2 := by
    rw [Real.sq_sqrt h2I, Real.sq_sqrt h2J]
    ring
  -- the gap between the curve and its tangent factorises
  have key : 0 ≤ (√(2 * J) - √(2 * I)) ^ 2 * (√(2 * J) + √(2 * I) / 2) := by positivity
  rw [hpow _ h2I, hpow _ h2J, hdiff]
  nlinarith [key]

/-- For ionization energies `I, J ≥ 0` and field `F > 0`, the ratio of the tunnelling factors
lies between `exp (2√(2I)(J-I)/F)` and `exp (2√(2J)(J-I)/F)`. -/
theorem tunnelFactor_ratio_bounds {I J F : ℝ} (hI : 0 ≤ I) (hJ : 0 ≤ J) (hF : 0 < F) :
    Real.exp (2 * √(2 * I) * (J - I) / F) ≤ tunnelFactor I F / tunnelFactor J F ∧
      tunnelFactor I F / tunnelFactor J F ≤ Real.exp (2 * √(2 * J) * (J - I) / F) := by
  have h3F : 0 < 3 * F := by positivity
  rw [tunnelFactor_ratio]
  constructor
  · rw [Real.exp_le_exp, div_le_div_iff₀ hF h3F]
    nlinarith [mul_le_mul_of_nonneg_right (exponent_tangent hI hJ) hF.le]
  · -- the same tangent inequality with the two levels exchanged
    rw [Real.exp_le_exp, div_le_div_iff₀ h3F hF]
    nlinarith [mul_le_mul_of_nonneg_right (exponent_tangent hJ hI) hF.le]

/-- The coefficient `2√(2I)` is optimal: for `I ≥ 0` and `F > 0`, no larger `k` gives a lower
bound `exp (k(J-I)/F)` on the ratio for every `J > I`. -/
theorem coefficient_optimal {I F k : ℝ} (hI : 0 ≤ I) (hF : 0 < F)
    (h : ∀ J, I < J → Real.exp (k * (J - I) / F) ≤ tunnelFactor I F / tunnelFactor J F) :
    k ≤ 2 * √(2 * I) := by
  have hcont : Continuous (fun J : ℝ => 2 * √(2 * J)) := by fun_prop
  have hlim : Tendsto (fun J : ℝ => 2 * √(2 * J)) (𝓝[>] I) (𝓝 (2 * √(2 * I))) :=
    (hcont.tendsto I).mono_left nhdsWithin_le_nhds
  -- the upper bound on the ratio limits k for each J; then J tends to I
  refine ge_of_tendsto hlim ?_
  filter_upwards [self_mem_nhdsWithin] with J hJ
  have hIJ : I < J := hJ
  have h1 := (h J hIJ).trans (tunnelFactor_ratio_bounds hI (hI.trans hIJ.le) hF).2
  rw [Real.exp_le_exp, div_le_div_iff_of_pos_right hF] at h1
  exact le_of_mul_le_mul_right h1 (sub_pos.2 hIJ)

/-- If `0 ≤ I < J` and the prefactors `A, B` are positive, the ratio of the rate at `I` to the
rate at `J` tends to infinity as `F → 0+`, whatever the powers `p, q` of the field. -/
theorem tunnelRate_ratio_tendsto {A B I J : ℝ} (p q : ℝ) (hA : 0 < A) (hB : 0 < B)
    (hI : 0 ≤ I) (hIJ : I < J) :
    Tendsto (fun F => tunnelRate A p I F / tunnelRate B q J F) (𝓝[>] 0) atTop := by
  have hlt : (2 * I) ^ (3 / 2 : ℝ) < (2 * J) ^ (3 / 2 : ℝ) :=
    Real.rpow_lt_rpow (by positivity) (by linarith) (by norm_num)
  have hc : 0 < 2 * ((2 * J) ^ (3 / 2 : ℝ) - (2 * I) ^ (3 / 2 : ℝ)) / 3 := by linarith
  -- an exponential in 1/F beats every power of 1/F
  have h := ((tendsto_exp_mul_div_rpow_atTop (q - p) _ hc).comp
    tendsto_inv_nhdsGT_zero).const_mul_atTop (div_pos hA hB)
  refine h.congr' ?_
  filter_upwards [self_mem_nhdsWithin] with F hF
  have hF' : 0 < F := hF
  have hexp : 2 * ((2 * J) ^ (3 / 2 : ℝ) - (2 * I) ^ (3 / 2 : ℝ)) / (3 * F) =
      2 * ((2 * J) ^ (3 / 2 : ℝ) - (2 * I) ^ (3 / 2 : ℝ)) / 3 * F⁻¹ := by ring
  simp only [Function.comp_apply]
  rw [tunnelRate, tunnelRate, mul_div_mul_comm, mul_div_mul_comm, tunnelFactor_ratio,
    ← Real.rpow_sub hF', Real.inv_rpow hF'.le, div_inv_eq_mul,
    show -p - -q = q - p by ring, hexp]
  ring

/-- For fixed `0 ≤ I < J`, the ratio of the tunnelling factor at `I` to that at `J` tends to
infinity as `F → 0+`. -/
theorem tunnelFactor_ratio_tendsto {I J : ℝ} (hI : 0 ≤ I) (hIJ : I < J) :
    Tendsto (fun F => tunnelFactor I F / tunnelFactor J F) (𝓝[>] 0) atTop := by
  simpa [tunnelRate] using
    tunnelRate_ratio_tendsto 0 0 (one_pos : (0 : ℝ) < 1) (one_pos : (0 : ℝ) < 1) hI hIJ

/-- With `A = 4`, `p = 1` and `I = 1/2` the rate is the formula `(4/F) exp (-2/(3F))` for the
weak-field ionization rate of the hydrogen ground state. -/
theorem tunnelRate_hydrogen (F : ℝ) :
    tunnelRate 4 1 (1 / 2) F = 4 / F * Real.exp (-2 / (3 * F)) := by
  rw [tunnelRate, tunnelFactor, Real.rpow_neg_one,
    show (2 : ℝ) * (1 / 2) = 1 by norm_num, Real.one_rpow, mul_one, div_eq_mul_inv 4 F]

end

end StarkTunnelling
```

```lean
#print axioms StarkTunnelling.tunnelFactor_ratio_bounds
#print axioms StarkTunnelling.coefficient_optimal
#print axioms StarkTunnelling.tunnelFactor_ratio_tendsto
#print axioms StarkTunnelling.tunnelRate_hydrogen
```

```
'StarkTunnelling.tunnelFactor_ratio_bounds' depends on axioms: [propext, Classical.choice, Quot.sound]
'StarkTunnelling.coefficient_optimal' depends on axioms: [propext, Classical.choice, Quot.sound]
'StarkTunnelling.tunnelFactor_ratio_tendsto' depends on axioms: [propext, Classical.choice, Quot.sound]
'StarkTunnelling.tunnelRate_hydrogen' depends on axioms: [propext, Classical.choice, Quot.sound]
```

`tunnelFactor_eq_wkb` checks the antiderivative in `hderiv` and applies the fundamental theorem of calculus. The derivative exists even at the exit point, where the base vanishes, because the power 3/2 is at least 1.

`tunnelFactor_ratio` combines the exponentials. In `exponent_tangent`, `hpow` turns the 3/2 powers into the cubes a³ and b³, `key` is the factorised gap, and `nlinarith` finishes the algebra. `tunnelFactor_ratio_bounds` compares exponents, clears denominators and uses the tangent inequality twice, the second time with the levels exchanged.

`coefficient_optimal` obtains k ≤ 2√(2J) for each J > I, then passes to the limit with `ge_of_tendsto`. `tunnelRate_ratio_tendsto` takes the growth of e^(ct)/t^(q−p) from Mathlib, substitutes t = F⁻¹, and shows that the result equals the rate ratio for F > 0. Setting A = B = 1 and p = q = 0 gives `tunnelFactor_ratio_tendsto`, the statement for the bare factors.
